# Two nearly parallel orbitals: a bounded density operator with a diverging coefficient

A calculation with nonorthogonal orbitals can build its density operator by inverting their overlap matrix and using the entries of the inverse as coefficients. When two normalized orbitals become nearly parallel, some of these coefficients grow large. For two real unit vectors $u_0,u_1$ with overlap $s$, $|s|<1$, the operator itself stays bounded: it never makes a vector longer. Its off-diagonal coefficient nevertheless tends to infinity in modulus as $s\to1$ from below.

In this two-orbital model, the size of a coefficient is therefore a poor measure of the size of the operator. It does not follow that large coefficients can be dropped: without the off-diagonal ones, the operator multiplies $u_0+u_1$ by $1/(1-s)$, which grows without bound as $s\to1$ from below.

## Orbitals, overlaps and the density operator

```lean
import Mathlib

open Filter Topology

namespace NonorthogonalDensity

noncomputable section

variable {E : Type*} [NormedAddCommGroup E] [InnerProductSpace ℝ E]
variable {ι : Type*} [Fintype ι] [DecidableEq ι]
```

The orbitals live in `E`, a real inner-product space of any dimension. For real wavefunctions, the inner product is the usual overlap integral. The labels of the orbitals form a finite set `ι`. Complex orbitals are not treated.

```lean
/-- The overlap matrix `S i j = ⟨u i, u j⟩` of a family of orbitals. -/
def overlap {ι : Type*} (u : ι → E) : Matrix ι ι ℝ :=
  Matrix.of fun i j => inner ℝ (u i) (u j)
```

A family of orbitals is a function `u : ι → E`, so `u i` is the orbital $u_i$. Its overlap matrix is
$$S_{ij}=\langle u_i,u_j\rangle .$$
The definition requires neither normalization nor linear independence.

```lean
/-- The operator `x ↦ ∑ T i j ⟨u j, x⟩ u i` with coefficient matrix `T` in the orbitals `u`. -/
def density {ι : Type*} [Fintype ι] (T : Matrix ι ι ℝ) (u : ι → E) (x : E) : E :=
  ∑ i, ∑ j, (T i j * inner ℝ (u j) x) • u i
```

For a coefficient matrix $T$, this is the map
$$P x=\sum_{i,j}T_{ij}\,\langle u_j,x\rangle\,u_i ,$$
or $P=\sum_{ij}|u_i\rangle T_{ij}\langle u_j|$ in Dirac notation. The symbol `•` multiplies a vector by a number. With $T=S^{-1}$ this is the one-particle density operator of a single determinant in which each listed orbital is occupied once, without a factor of two for spin. The definition accepts any $T$; the theorems say when it is the inverse.

```lean
/-- The overlap matrix of two normalized orbitals with mutual overlap `s`. -/
def pairOverlap (s : ℝ) : Matrix (Fin 2) (Fin 2) ℝ := !![1, s; s, 1]
```

The notation `!![1, s; s, 1]` lists a matrix row by row:
$$\begin{pmatrix}1&s\\ s&1\end{pmatrix}.$$
`Fin 2` is the label set $\{0,1\}$, so the off-diagonal coefficient is the $(0,1)$ entry of the inverse.

## An inverse overlap matrix gives an orthogonal projection

```lean
/-- If `T` inverts the overlap matrix, the density operator preserves the inner product of
every vector with every orbital. -/
theorem inner_density {T : Matrix ι ι ℝ} {u : ι → E} (h : overlap u * T = 1)
    (k : ι) (x : E) : inner ℝ (u k) (density T u x) = inner ℝ (u k) x := by
  simp only [density, inner_sum, inner_smul_right]
  rw [Finset.sum_comm]
  -- the sum over `i` is a row of the product `S T`
  calc ∑ j, ∑ i, T i j * inner ℝ (u j) x * inner ℝ (u k) (u i)
      = ∑ j, (overlap u * T) k j * inner ℝ (u j) x := by
        refine Finset.sum_congr rfl fun j _ => ?_
        rw [Matrix.mul_apply, Finset.sum_mul]
        refine Finset.sum_congr rfl fun i _ => ?_
        simp only [overlap, Matrix.of_apply]
        ring
    _ = inner ℝ (u k) x := by
        rw [h]
        simp [Matrix.one_apply]
```

In this theorem the hypotheses come first, and the conclusion is the equation just before `:=`. Here `h` is the assumption $ST=1$, and the conclusion is $\langle u_k,Px\rangle=\langle u_k,x\rangle$ for every label $k$ and vector $x$. Expanding $P$ and exchanging the two sums gives
$$\langle u_k,Px\rangle=\sum_j\Big(\sum_i S_{ki}T_{ij}\Big)\langle u_j,x\rangle=\sum_j\delta_{kj}\langle u_j,x\rangle=\langle u_k,x\rangle .$$
The `calc` block has the same two stages: it first recognizes the inner sum as an entry of $ST$, then replaces $ST$ by the identity matrix.

The assumption $ST=1$ carries physical content: the orbitals must be linearly independent, with none of them redundant.

```lean
/-- If `T` inverts the overlap matrix, the density operator leaves every orbital unchanged. -/
theorem density_orbital {T : Matrix ι ι ℝ} {u : ι → E} (h : overlap u * T = 1)
    (k : ι) : density T u (u k) = u k := by
  have hT : T * overlap u = 1 := mul_eq_one_comm.mp h
  calc density T u (u k) = ∑ i, (T * overlap u) i k • u i := by
        simp only [density, Matrix.mul_apply, Finset.sum_smul, overlap, Matrix.of_apply]
    _ = u k := by
        rw [hT]
        simp [Matrix.one_apply, ite_smul]
```

The operator fixes each orbital:
$$Pu_k=\sum_i\Big(\sum_jT_{ij}S_{jk}\Big)u_i=\sum_i(TS)_{ik}\,u_i=u_k .$$
This uses the product in the other order, $TS=1$. For finite square matrices it follows from $ST=1$, and `mul_eq_one_comm` supplies that step.

```lean
/-- If `T` inverts the overlap matrix, the squared norm of a vector is the sum of the squared
norms of its image under the density operator and of the remainder. -/
theorem density_pythagoras {T : Matrix ι ι ℝ} {u : ι → E} (h : overlap u * T = 1)
    (x : E) : ‖x‖ ^ 2 = ‖density T u x‖ ^ 2 + ‖x - density T u x‖ ^ 2 := by
  have hr : ∀ k, inner ℝ (u k) (x - density T u x) = 0 := fun k => by
    rw [inner_sub_right, inner_density h, sub_self]
  -- a vector orthogonal to all orbitals is orthogonal to the range
  have hort : ∀ r : E, (∀ k, inner ℝ (u k) r = 0) → inner ℝ (density T u x) r = 0 := by
    intro r hr
    simp [density, sum_inner, inner_smul_left, hr]
  have hn := norm_add_sq_real (density T u x) (x - density T u x)
  have e : density T u x + (x - density T u x) = x := by abel
  rw [e, hort _ hr] at hn
  linarith
```

The statement is Pythagoras' theorem for the decomposition of $x$ into $Px$ and the remainder $r=x-Px$:
$$\|x\|^2=\|Px\|^2+\|x-Px\|^2 .$$
By `inner_density`, $\langle u_k,r\rangle=0$ for every $k$; this is `hr`. Since $Px$ is a combination of the orbitals, it is orthogonal to $r$ too:
$$\langle Px,r\rangle=\sum_{i,j}T_{ij}\langle u_j,x\rangle\langle u_i,r\rangle=0 .$$
This is `hort`. Expanding the square of $x=Px+r$ gives
$$\|x\|^2=\|Px\|^2+2\langle Px,r\rangle+\|r\|^2,$$
and the middle term vanishes. Thus $P$ is the orthogonal projection onto the span of the orbitals, even though the orbitals themselves need not be orthogonal.

```lean
/-- If `T` inverts the overlap matrix, the density operator never increases a norm. -/
theorem norm_density_le {T : Matrix ι ι ℝ} {u : ι → E} (h : overlap u * T = 1)
    (x : E) : ‖density T u x‖ ≤ ‖x‖ := by
  have hp := density_pythagoras h x
  nlinarith [norm_nonneg x, norm_nonneg (density T u x), sq_nonneg ‖x - density T u x‖]
```

Dropping the nonnegative term $\|x-Px\|^2$ leaves $\|Px\|^2\le\|x\|^2$. Both norms are nonnegative, so $\|Px\|\le\|x\|$. The tactic `nlinarith` completes this argument from the listed inequalities. The bound holds for any finite family with an invertible overlap matrix, and its constant, one, does not depend on how close that matrix is to being singular.

## Two orbitals and the diverging coefficient

```lean
/-- Two normalized orbitals with overlap `s` have the overlap matrix `pairOverlap s`. -/
theorem overlap_pair {u : Fin 2 → E} {s : ℝ} (h0 : ‖u 0‖ = 1) (h1 : ‖u 1‖ = 1)
    (hs : inner ℝ (u 0) (u 1) = s) : overlap u = pairOverlap s := by
  have hs' : inner ℝ (u 1) (u 0) = s := by rw [real_inner_comm, hs]
  ext i j
  fin_cases i <;> fin_cases j <;> simp [overlap, pairOverlap, h0, h1, hs, hs']
```

If $\|u_0\|=\|u_1\|=1$ and $\langle u_0,u_1\rangle=s$, the overlap matrix is the one defined above. The diagonal entries are squared norms, and the two off-diagonal entries agree because a real inner product is symmetric. The proof checks the four entries separately.

```lean
/-- For `|s| < 1` the overlap matrix of the pair has the inverse with diagonal entries
`1 / (1 - s²)` and off-diagonal entries `-s / (1 - s²)`. -/
theorem pairOverlap_mul_inverse {s : ℝ} (hs : |s| < 1) :
    pairOverlap s * ((1 - s ^ 2)⁻¹ • !![1, -s; -s, 1]) = 1 := by
  have hlt := (sq_lt_one_iff_abs_lt_one s).2 hs
  have hne : 1 - s ^ 2 ≠ 0 := by linarith
  have hp : pairOverlap s * !![1, -s; -s, 1] = (1 - s ^ 2) • 1 := by
    ext i j
    fin_cases i <;> fin_cases j <;>
      simp [pairOverlap, Matrix.mul_apply, Fin.sum_univ_succ] <;> ring
  rw [Matrix.mul_smul, hp, smul_smul, inv_mul_cancel₀ hne, one_smul]
```

Direct multiplication gives
$$\begin{pmatrix}1&s\\s&1\end{pmatrix}\begin{pmatrix}1&-s\\-s&1\end{pmatrix}=(1-s^2)\begin{pmatrix}1&0\\0&1\end{pmatrix}.$$
Since $|s|<1$, the factor $1-s^2$ is nonzero and can be divided out:
$$S^{-1}=\frac{1}{1-s^2}\begin{pmatrix}1&-s\\-s&1\end{pmatrix}.$$
In the proof, `hp` is the matrix product and `hne` permits the division.

```lean
/-- The modulus of the off-diagonal inverse-overlap coefficient of two normalized orbitals
tends to infinity as their overlap tends to one from below. -/
theorem coefficient_diverges :
    Tendsto (fun s : ℝ => |(pairOverlap s)⁻¹ 0 1|) (𝓝[<] 1) atTop := by
  have hnear : ∀ᶠ s in 𝓝[<] (1 : ℝ), s ∈ Set.Ioo (0 : ℝ) 1 :=
    Ioo_mem_nhdsLT (by norm_num)
  have hlim : Tendsto (fun s : ℝ => 1 - s ^ 2) (𝓝[<] 1) (𝓝 0) := by
    have c : Continuous (fun s : ℝ => 1 - s ^ 2) := by fun_prop
    have e : (0 : ℝ) = 1 - 1 ^ 2 := by norm_num
    rw [e]
    exact (c.tendsto 1).mono_left nhdsWithin_le_nhds
  -- the determinant tends to zero through positive values
  have hdet : Tendsto (fun s : ℝ => 1 - s ^ 2) (𝓝[<] 1) (𝓝[>] 0) := by
    refine tendsto_nhdsWithin_iff.2 ⟨hlim, ?_⟩
    filter_upwards [hnear] with s hs
    change 0 < 1 - s ^ 2
    nlinarith [hs.1, hs.2]
  have hinv : Tendsto (fun s : ℝ => (1 - s ^ 2)⁻¹) (𝓝[<] 1) atTop :=
    tendsto_inv_nhdsGT_zero.comp hdet
  have hid : Tendsto (fun s : ℝ => s) (𝓝[<] 1) (𝓝 1) :=
    tendsto_id.mono_left nhdsWithin_le_nhds
  refine (Tendsto.pos_mul_atTop one_pos hid hinv).congr' ?_
  filter_upwards [hnear] with s hs
  have habs : |s| < 1 := abs_lt.2 ⟨by linarith [hs.1], hs.2⟩
  have hpos : 0 < 1 - s ^ 2 := by nlinarith [hs.1, hs.2]
  have e : (pairOverlap s)⁻¹ 0 1 = -(s * (1 - s ^ 2)⁻¹) := by
    rw [Matrix.inv_eq_right_inv (pairOverlap_mul_inverse habs)]
    change (1 - s ^ 2)⁻¹ * (-s) = _
    ring
  rw [e, abs_neg, abs_of_pos (mul_pos hs.1 (inv_pos.2 hpos))]
```

`Tendsto` expresses a limit. The filter `𝓝[<] 1` means that $s$ approaches 1 from below, and `atTop` means that the value grows beyond every bound. For $0<s<1$,
$$\big|(S^{-1})_{01}\big|=\frac{s}{1-s^2}.$$
The numerator tends to 1 and the denominator tends to 0 through positive values, so the quotient tends to infinity. At $s=0.99$ it is already about 49.7.

The proof builds the limit in the same order. `hdet` says that $1-s^2$ approaches zero from above, `hinv` that its reciprocal diverges, and `hid` that $s$ tends to 1. The limit of the product follows, and the last lines identify that product with the modulus of the matrix entry for $s$ between 0 and 1.

```lean
/-- For two normalized orbitals with overlap `s`, `|s| < 1`, the density operator built with the
inverse overlap matrix fixes both orbitals and never increases a norm, whereas the modulus of its
off-diagonal coefficient tends to infinity as `s` tends to one from below. -/
theorem bounded_density_divergent_coefficient :
    (∀ (s : ℝ) (u : Fin 2 → E), |s| < 1 → ‖u 0‖ = 1 → ‖u 1‖ = 1 →
      inner ℝ (u 0) (u 1) = s →
        overlap u = pairOverlap s ∧
        (∀ k, density (pairOverlap s)⁻¹ u (u k) = u k) ∧
        ∀ x, ‖density (pairOverlap s)⁻¹ u x‖ ≤ ‖x‖) ∧
    Tendsto (fun s : ℝ => |(pairOverlap s)⁻¹ 0 1|) (𝓝[<] 1) atTop := by
  refine ⟨fun s u hs h0 h1 h => ?_, coefficient_diverges⟩
  have ho := overlap_pair h0 h1 h
  have hS : overlap u * (pairOverlap s)⁻¹ = 1 := by
    rw [ho, Matrix.inv_eq_right_inv (pairOverlap_mul_inverse hs)]
    exact pairOverlap_mul_inverse hs
  exact ⟨ho, density_orbital hS, norm_density_le hS⟩
```

This theorem joins the two sides of the contrast. Its first part reads: for every $s$ with $|s|<1$ and every pair of unit vectors with overlap $s$,

- the overlap matrix is `pairOverlap s`;
- $Pu_k=u_k$ for both orbitals;
- $\|Px\|\le\|x\|$ for every $x$ in the space.

Here $P$ uses the coefficients `(pairOverlap s)⁻¹`. The symbol `∧` means "and", and `∀` means "for all". The second part is the divergence just established.

Lean assigns a value to `⁻¹` even for a singular matrix, so the proof first establishes `hS`, that the product of the overlap matrix with this inverse really is the identity. The general results on fixed orbitals and norms then apply directly.

## What happens when the off-diagonal coefficients are dropped

```lean
/-- If the off-diagonal inverse-overlap coefficients of two normalized orbitals with overlap `s`,
`|s| < 1`, are dropped, the resulting operator multiplies `u 0 + u 1` by `1 / (1 - s)`. -/
theorem truncated_density {u : Fin 2 → E} {s : ℝ} (hs : |s| < 1) (h0 : ‖u 0‖ = 1)
    (h1 : ‖u 1‖ = 1) (h : inner ℝ (u 0) (u 1) = s) :
    (1 - s) • density (Matrix.diagonal fun i => (pairOverlap s)⁻¹ i i) u (u 0 + u 1)
      = u 0 + u 1 := by
  have hlt := (sq_lt_one_iff_abs_lt_one s).2 hs
  have hne : 1 - s ^ 2 ≠ 0 := by linarith
  have hdiag : ∀ (d : Fin 2 → ℝ) (y : E),
      density (Matrix.diagonal d) u y = ∑ i, (d i * inner ℝ (u i) y) • u i := by
    intro d y
    simp [density, Matrix.diagonal_apply, ite_mul, ite_smul]
  have hd : ∀ i, (pairOverlap s)⁻¹ i i = (1 - s ^ 2)⁻¹ := by
    intro i
    rw [Matrix.inv_eq_right_inv (pairOverlap_mul_inverse hs)]
    fin_cases i <;> simp
  -- both orbitals have the same inner product with their sum
  have a : inner ℝ (u 0) (u 0 + u 1) = 1 + s := by
    rw [inner_add_right, real_inner_self_eq_norm_sq, h0, h]
    norm_num
  have b : inner ℝ (u 1) (u 0 + u 1) = 1 + s := by
    rw [inner_add_right, real_inner_self_eq_norm_sq, h1, real_inner_comm, h]
    ring
  have c : (1 - s) * ((1 - s ^ 2)⁻¹ * (1 + s)) = 1 := by
    linear_combination mul_inv_cancel₀ hne
  simp only [hdiag, Fin.sum_univ_two, hd, a, b]
  rw [← smul_add, smul_smul, c, one_smul]
```

`Matrix.diagonal` keeps only the diagonal entries of the inverse, both equal to $1/(1-s^2)$. Call the resulting operator $D$. Each orbital has the same inner product with the sum, $\langle u_i,u_0+u_1\rangle=1+s$, so
$$D(u_0+u_1)=\frac{1+s}{1-s^2}\,(u_0+u_1)=\frac{1}{1-s}\,(u_0+u_1).$$
The Lean statement multiplies through by $1-s$. In the proof, `a` and `b` are the two inner products, and `c` is the cancellation of the scalar factors.

For $0<s<1$ the truncated operator lengthens this vector, without limit as $s\to1$, whereas the full operator leaves it unchanged. The missing terms contribute $-s/(1-s)$ times the same vector, and
$$\frac{1}{1-s}-\frac{s}{1-s}=1 .$$
For $s$ near 1, large diagonal and off-diagonal contributions thus cancel to leave a factor of one. The theorem concerns this one truncation of a two-orbital inverse; it gives no error estimate for thresholds in larger systems or for rounding.

## A pair of plane vectors for every overlap

```lean
/-- For `|s| ≤ 1` the plane vectors `(1, 0)` and `(s, √(1 - s²))` have the overlap matrix
`pairOverlap s`. -/
theorem overlap_pair_witness {s : ℝ} (hs : |s| ≤ 1) :
    overlap (![!₂[1, 0], !₂[s, √(1 - s ^ 2)]] : Fin 2 → EuclideanSpace ℝ (Fin 2))
      = pairOverlap s := by
  have hle := (sq_le_one_iff_abs_le_one s).2 hs
  have hq : √(1 - s ^ 2) ^ 2 = 1 - s ^ 2 := Real.sq_sqrt (by linarith)
  have h0 : ‖(!₂[1, 0] : EuclideanSpace ℝ (Fin 2))‖ = 1 := by
    simp [EuclideanSpace.norm_eq, Fin.sum_univ_two]
  have h1 : ‖(!₂[s, √(1 - s ^ 2)] : EuclideanSpace ℝ (Fin 2))‖ = 1 := by
    simp [EuclideanSpace.norm_eq, Fin.sum_univ_two, hq]
  exact overlap_pair h0 h1 (by simp [PiLp.inner_apply, Fin.sum_univ_two])

end

end NonorthogonalDensity
```

The notation `!₂[a, b]` is a vector in the Euclidean plane, and `![ , ]` lists the two orbitals. They are
$$u_0=(1,0),\qquad u_1=\big(s,\sqrt{1-s^2}\big).$$
Both have norm one, since $s^2+(1-s^2)=1$, and their inner product is $s$. The previous result `overlap_pair` then gives the overlap matrix.

For every $|s|<1$ the preceding theorems therefore apply to an actual pair of vectors, including pairs arbitrarily close to parallel. The endpoints $s=\pm1$ are also allowed here: the two vectors are then equal or opposite, and their overlap matrix is singular. In the plane, any pair with $|s|<1$ spans the whole space, so $P$ is simply the identity operator, while its off-diagonal coefficient still diverges as $s\to1$ from below.

```lean
#print axioms NonorthogonalDensity.bounded_density_divergent_coefficient
#print axioms NonorthogonalDensity.truncated_density
```

```
'NonorthogonalDensity.bounded_density_divergent_coefficient' depends on axioms: [propext, Classical.choice, Quot.sound]
'NonorthogonalDensity.truncated_density' depends on axioms: [propext, Classical.choice, Quot.sound]
```
